# In a simple excluded-volume model, the Guinier slope of uniform spheres changes sign at volume fraction 1/8

## Amplitude, intensity and slope

Let \(q\ge 0\) be the magnitude of the scattering vector and \(R>0\) the radius of a uniform sphere. Its scattering amplitude, normalised to one in the forward direction, is \(f(qR)\), where

\[
f(x)=\frac{3(\sin x-x\cos x)}{x^3}\quad(x\neq 0),\qquad f(0)=1 .
\]

For identical spheres at volume fraction \(c\ge 0\), the model intensity per particle is

\[
I(q)=\frac{f(qR)^2}{1+8c\,f(2qR)},\qquad I(0)=\frac{1}{1+8c}.
\]

A Guinier plot shows \(\ln I\) against \(q^2\). Its initial downward slope is counted as positive here and equals \(R_{\rm app}^2/3\), where \(R_{\rm app}\) is the apparent radius of gyration.

## Where the factor 8 comes from

The numerator of \(I\) is the form factor of one sphere, and \(1/(1+8c f(2qR))\) is the structure factor. Two spheres of radius \(R\) cannot have their centres closer than \(2R\), so each centre excludes a sphere of eight times the particle volume. The model takes the direct correlation function to be \(-1\) inside that sphere and zero outside, which is its low-density form for hard spheres. This structure factor is postulated, so the value \(1/8\) belongs to the model and need not hold for a real hard-sphere fluid.

The same calculation works if the direct correlation function is any constant inside a sphere of radius \(\sigma>0\) and zero outside. Let the coupling \(\nu\) be minus the number density times the integral of that function over space. For \(\nu\neq-1\) the intensity is then

\[
I_{\sigma,\nu}(q)=\frac{f(qR)^2}{1+\nu f(q\sigma)} .
\]

The forward structure factor is \(1/(1+\nu)\), so \(\nu=-1\) would make the forward intensity diverge. The algebra also covers \(\nu<-1\), but the forward intensity is then negative and the model is unphysical. Hard spheres have \(\sigma=2R\) and \(\nu=8c\).

## The statements and their Lean form

The central result, `hardSphere_guinier_limit`, says that for \(R>0\) and \(c\ge0\)

\[
\lim_{q\to0^+}\frac{1-I(q)/I(0)}{q^2}=\frac{R^2(1-8c)}{5(1+8c)} .
\]

In Lean, `sphereAmplitude` is \(f\), `hardSphereIntensity R c q` is \(I(q)\) and `correlatedIntensity R σ ν q` is \(I_{\sigma,\nu}(q)\). All quantities are real numbers, so \(R\) and \(q\) must be given in reciprocal units. The filter `𝓝[>] 0` means that \(q\) approaches zero through positive values, and `Tendsto` into `𝓝` of a number states the limit.

Four further theorems complete the physics:

- `correlated_guinier_limit` gives the limit for general \(\sigma\) and \(\nu\).
- `hardSphere_guinier_plot` gives the same hard-sphere limit for \(-\ln(I(q)/I(0))/q^2\).
- `guinier_slope_strictAnti` says that the limiting slope strictly decreases as \(c\) grows from zero at fixed \(R\).
- `intensity_crossover` says that at all sufficiently small \(q>0\) the intensity lies below \(I(0)\) if \(c<1/8\), and above it if \(c>1/8\).

The apparent radius is not a Lean object; it is read off from the slope, and is real only for \(c\le1/8\). The model has no polydispersity, background or instrumental smearing, and \(c\) is not capped at a packing limit.

A program that evaluates this model intensity can be checked at small \(q\) against the limit. A simulated hard-sphere fluid is not a suitable test case, because its structure factor approaches that of the model only at low density.

## The amplitude near zero

The function \(\sin x-x\cos x\) vanishes at zero and has derivative \(x\sin x\). For \(0\le t\le1\), the sine series gives

\[
\left|\sin t-\left(t-\frac{t^3}{6}\right)\right|\le\frac{5}{96}t^4 .
\]

Multiplying by \(t\) and integrating from \(0\) to \(x\le1\) yields

\[
\left|\sin x-x\cos x-\left(\frac{x^3}{3}-\frac{x^5}{30}\right)\right|\le\frac{5}{576}x^6 ,
\]

and multiplication by \(3/x^3\) gives, for \(0<x\le1\),

\[
\left|f(x)-\left(1-\frac{x^2}{10}\right)\right|\le\frac{5}{192}x^3 .
\]

Put \(x=qa\) with \(a>0\) and divide by \(q^2\). For \(0<q\le1/a\),

\[
\left|\frac{1-f(qa)}{q^2}-\frac{a^2}{10}\right|\le\frac{5}{192}a^3q ,
\]

so \((1-f(qa))/q^2\to a^2/10\), and in particular \(f(qa)\to1\).

## From amplitude to intensity

Write \(P=f(qR)\) and \(F=f(q\sigma)\). Since \(I_{\sigma,\nu}(0)=1/(1+\nu)\),

\[
1-\frac{I_{\sigma,\nu}(q)}{I_{\sigma,\nu}(0)}
=1-\frac{(1+\nu)P^2}{1+\nu F}
=\frac{(1+\nu)(1+P)(1-P)-\nu(1-F)}{1+\nu F}.
\]

The first term of the numerator comes from the form factor and the second from the correlations. After division by \(q^2\), the limits \(P,F\to1\), \((1-P)/q^2\to R^2/10\) and \((1-F)/q^2\to\sigma^2/10\) give

\[
\frac{(1+\nu)\cdot2\cdot R^2/10-\nu\sigma^2/10}{1+\nu}
=\frac{R^2}{5}-\frac{\nu\sigma^2}{10(1+\nu)} .
\]

For \(\sigma=2R\) and \(\nu=8c\) this becomes

\[
\frac{R^2}{5}\left(1-\frac{16c}{1+8c}\right)=\frac{R^2(1-8c)}{5(1+8c)} .
\]

## Logarithm, monotonicity and crossover

Let \(y=I(q)/I(0)\) for hard spheres, and let \(L\) be the limit just found. Then \(y\to1\), so \(y>0\) near \(q=0\). Applying \(\ln t\le t-1\) to \(t=y\) and to \(t=1/y\) gives

\[
1-y\le-\ln y\le\frac1y-1=\frac{1-y}{y} .
\]

Divided by \(q^2\), both outer expressions tend to \(L\), and hence so does the middle one.

The form

\[
L=\frac{R^2}{5}\left(\frac{2}{1+8c}-1\right)
\]

shows that \(L\) strictly decreases with \(c\). It is positive for \(c<1/8\) and negative for \(c>1/8\). Close enough to \(q=0\), the quotient \((1-y)/q^2\) has the sign of \(L\), and multiplication by \(q^2>0\) gives the sign of \(1-y\). Because \(I(0)>0\), this decides whether \(I(q)\) lies below or above \(I(0)\). At \(c=1/8\) the slope is zero and this argument gives no sign.

## The dilute limit

At \(c=0\) the structure factor is one and the slope is \(R^2/5\). Hence \(R_{\rm app}^2=3R^2/5\), the squared radius of gyration of a uniform sphere. For \(0<c<1/8\) the apparent radius is smaller, although the particles have not changed.

## The complete Lean file

```lean
import Mathlib

open Filter Topology

namespace GuinierConcentration

noncomputable section

/-- Scattering amplitude of a uniform sphere, normalised to one in the forward direction, as a
function of `x`, the magnitude of the scattering vector times the radius. -/
def sphereAmplitude (x : ℝ) : ℝ :=
  if x = 0 then 1 else 3 * (Real.sin x - x * Real.cos x) / x ^ 3

/-- Intensity of spheres of radius `R` whose correlations are described by a sphere of radius `σ`
and a coupling `ν`; its domain is `1 + ν * sphereAmplitude (q * σ) ≠ 0`. -/
def correlatedIntensity (R σ ν q : ℝ) : ℝ :=
  sphereAmplitude (q * R) ^ 2 / (1 + ν * sphereAmplitude (q * σ))

/-- Model intensity of spheres of radius `R` at volume fraction `c`, for a direct correlation
function postulated to be `-1` inside and zero outside an excluded sphere of radius `2R`; its domain
is `1 + 8 * c * sphereAmplitude (2 * q * R) ≠ 0`. -/
def hardSphereIntensity (R c q : ℝ) : ℝ :=
  sphereAmplitude (q * R) ^ 2 / (1 + 8 * c * sphereAmplitude (2 * q * R))

/-- For `0 < x ≤ 1` the sphere amplitude differs from `1 - x²/10` by at most `5x³/192`. -/
theorem sphereAmplitude_bound {x : ℝ} (hx : 0 < x) (hx1 : x ≤ 1) :
    |sphereAmplitude x - (1 - x ^ 2 / 10)| ≤ 5 / 192 * x ^ 3 := by
  -- both signs of the error are controlled by a monotone function vanishing at zero
  have key : ∀ s : ℝ, (s = 1 ∨ s = -1) → 0 ≤ 5 / 576 * x ^ 6 +
      s * (Real.sin x - x * Real.cos x - (x ^ 3 / 3 - x ^ 5 / 30)) := by
    intro s hs
    have hd : ∀ y : ℝ, HasDerivAt (fun y : ℝ => 5 / 576 * y ^ 6 +
        s * (Real.sin y - y * Real.cos y - (y ^ 3 / 3 - y ^ 5 / 30)))
        (5 / 96 * y ^ 5 + s * (y * Real.sin y - (y ^ 2 - y ^ 4 / 6))) y := by
      intro y
      refine HasDerivAt.congr_deriv (((hasDerivAt_pow 6 y).const_mul (5 / 576)).fun_add
        ((((Real.hasDerivAt_sin y).fun_sub
          ((hasDerivAt_id' y).fun_mul (Real.hasDerivAt_cos y))).fun_sub
          (((hasDerivAt_pow 3 y).div_const 3).fun_sub
            ((hasDerivAt_pow 5 y).div_const 30))).const_mul s)) ?_
      push_cast
      ring
    have hm := monotoneOn_of_deriv_nonneg (convex_Icc (0 : ℝ) 1)
      (fun y _ => (hd y).continuousAt.continuousWithinAt)
      (fun y _ => (hd y).differentiableAt.differentiableWithinAt)
      (fun y hy => by
        rw [interior_Icc] at hy
        rw [(hd y).deriv]
        have b := Real.sin_bound (x := y) (by rw [abs_of_pos hy.1]; exact hy.2.le)
        rw [abs_of_pos hy.1] at b
        have b1 := mul_nonneg hy.1.le (sub_nonneg.2 (abs_le.1 b).1)
        have b2 := mul_nonneg hy.1.le (sub_nonneg.2 (abs_le.1 b).2)
        have b3 : y ^ 6 ≤ y ^ 5 := pow_le_pow_of_le_one hy.1.le hy.2.le (by norm_num)
        have b4 : 0 < y ^ 5 := pow_pos hy.1 5
        rcases hs with rfl | rfl <;> nlinarith [b1, b2, b3, b4])
    refine le_trans (le_of_eq ?_) (hm ⟨le_rfl, zero_le_one⟩ ⟨hx.le, hx1⟩ hx.le)
    simp
  have h1 := key 1 (Or.inl rfl)
  have h2 := key (-1) (Or.inr rfl)
  have h3 : 0 < x ^ 3 := by positivity
  have e : sphereAmplitude x - (1 - x ^ 2 / 10) =
      3 * (Real.sin x - x * Real.cos x - (x ^ 3 / 3 - x ^ 5 / 30)) / x ^ 3 := by
    rw [sphereAmplitude, if_neg hx.ne', eq_div_iff h3.ne']
    have d := div_mul_cancel₀ (3 * (Real.sin x - x * Real.cos x)) h3.ne'
    linear_combination d
  rw [e, abs_div, abs_of_pos h3, div_le_iff₀ h3, abs_le]
  constructor <;> nlinarith [h1, h2]

/-- If `(1 - y(q))/q²` has a finite limit as `q` decreases to zero, then `y(q)` tends to one. -/
theorem tendsto_one_of_slope {y : ℝ → ℝ} {L : ℝ}
    (h : Tendsto (fun q => (1 - y q) / q ^ 2) (𝓝[>] 0) (𝓝 L)) :
    Tendsto y (𝓝[>] 0) (𝓝 1) := by
  have h2 : Tendsto (fun q : ℝ => q ^ 2) (𝓝 0) (𝓝 (0 ^ 2)) := (continuous_pow 2).tendsto 0
  rw [zero_pow two_ne_zero] at h2
  have h3 := ((h2.mono_left nhdsWithin_le_nhds).mul h).const_sub 1
  rw [zero_mul, sub_zero] at h3
  refine h3.congr' ?_
  filter_upwards [self_mem_nhdsWithin] with q hq
  have hq0 : q ≠ 0 := (Set.mem_Ioi.1 hq).ne'
  have d : q ^ 2 * ((1 - y q) / q ^ 2) = 1 - y q := by field_simp
  linear_combination -d

/-- For `R, σ > 0` and `ν ≠ -1`, the initial relative fall of the intensity per `q²` is the
form-factor value `R²/5` minus the correlation term `νσ²/(10(1+ν))`. -/
theorem correlated_guinier_limit {R σ ν : ℝ} (hR : 0 < R) (hσ : 0 < σ) (hν : ν ≠ -1) :
    Tendsto (fun q => (1 - correlatedIntensity R σ ν q / correlatedIntensity R σ ν 0) / q ^ 2)
      (𝓝[>] 0) (𝓝 (R ^ 2 / 5 - ν * σ ^ 2 / (10 * (1 + ν)))) := by
  have hn : 1 + ν ≠ 0 := fun h => hν (by linarith)
  -- quadratic slope of a single amplitude
  have sl : ∀ a : ℝ, 0 < a → Tendsto (fun q => (1 - sphereAmplitude (q * a)) / q ^ 2)
      (𝓝[>] 0) (𝓝 (a ^ 2 / 10)) := by
    intro a ha
    have hl : Tendsto (fun q : ℝ => 5 / 192 * a ^ 3 * q) (𝓝 0) (𝓝 (5 / 192 * a ^ 3 * 0)) :=
      tendsto_id.const_mul _
    rw [mul_zero] at hl
    refine tendsto_iff_norm_sub_tendsto_zero.2 (squeeze_zero'
      (Eventually.of_forall fun _ => norm_nonneg _) ?_ (hl.mono_left nhdsWithin_le_nhds))
    filter_upwards [Ioo_mem_nhdsGT (show (0 : ℝ) < 1 / a by positivity)] with q hq
    have b := sphereAmplitude_bound (mul_pos hq.1 ha) ((lt_div_iff₀ ha).1 hq.2).le
    have h2 : 0 < q ^ 2 := pow_pos hq.1 2
    have e : (1 - sphereAmplitude (q * a)) / q ^ 2 - a ^ 2 / 10 =
        -(sphereAmplitude (q * a) - (1 - (q * a) ^ 2 / 10)) / q ^ 2 := by
      rw [eq_div_iff h2.ne']
      have d := div_mul_cancel₀ (1 - sphereAmplitude (q * a)) h2.ne'
      linear_combination d
    rw [Real.norm_eq_abs, e, abs_div, abs_neg, abs_of_pos h2, div_le_iff₀ h2]
    exact b.trans (le_of_eq (by ring))
  have hD := ((tendsto_one_of_slope (sl σ hσ)).const_mul ν).const_add 1
  rw [mul_one] at hD
  -- the numerator splits into a form-factor part and a correlation part
  have hN := ((((tendsto_one_of_slope (sl R hR)).const_add 1).const_mul (1 + ν)).mul
    (sl R hR)).sub ((sl σ hσ).const_mul ν)
  have hlim := hN.div hD hn
  have hval : ((1 + ν) * (1 + 1) * (R ^ 2 / 10) - ν * (σ ^ 2 / 10)) / (1 + ν) =
      R ^ 2 / 5 - ν * σ ^ 2 / (10 * (1 + ν)) := by
    field_simp
    ring
  rw [hval] at hlim
  refine hlim.congr' ?_
  filter_upwards [self_mem_nhdsWithin, hD.eventually_ne hn] with q hq hq1
  have hq0 : q ≠ 0 := (Set.mem_Ioi.1 hq).ne'
  have h0 : correlatedIntensity R σ ν 0 = 1 / (1 + ν) := by
    simp [correlatedIntensity, sphereAmplitude]
  rw [h0]
  simp only [correlatedIntensity, Pi.div_apply]
  generalize sphereAmplitude (q * R) = P at *
  generalize sphereAmplitude (q * σ) = F at *
  field_simp
  ring

/-- For `R > 0` and `c ≥ 0`, the initial relative fall of the model intensity `hardSphereIntensity`
per `q²` is `R²(1-8c)/(5(1+8c))`. -/
theorem hardSphere_guinier_limit {R c : ℝ} (hR : 0 < R) (hc : 0 ≤ c) :
    Tendsto (fun q => (1 - hardSphereIntensity R c q / hardSphereIntensity R c 0) / q ^ 2)
      (𝓝[>] 0) (𝓝 (R ^ 2 * (1 - 8 * c) / (5 * (1 + 8 * c)))) := by
  have e : hardSphereIntensity R c = correlatedIntensity R (2 * R) (8 * c) := by
    funext q
    simp only [hardSphereIntensity, correlatedIntensity]
    rw [show q * (2 * R) = 2 * q * R by ring]
  have hn : 1 + 8 * c ≠ 0 := by positivity
  have h := correlated_guinier_limit (ν := 8 * c) hR (mul_pos two_pos hR)
    (fun h => hn (by linarith))
  have hval : R ^ 2 / 5 - 8 * c * (2 * R) ^ 2 / (10 * (1 + 8 * c)) =
      R ^ 2 * (1 - 8 * c) / (5 * (1 + 8 * c)) := by
    field_simp
    ring
  rw [e, ← hval]
  exact h

/-- In a Guinier plot, the logarithm of the normalised intensity against `q²`, the model intensity
`hardSphereIntensity` with `R > 0` and `c ≥ 0` has the initial downward slope `R²(1-8c)/(5(1+8c))`.
-/
theorem hardSphere_guinier_plot {R c : ℝ} (hR : 0 < R) (hc : 0 ≤ c) :
    Tendsto (fun q =>
      -Real.log (hardSphereIntensity R c q / hardSphereIntensity R c 0) / q ^ 2)
      (𝓝[>] 0) (𝓝 (R ^ 2 * (1 - 8 * c) / (5 * (1 + 8 * c)))) := by
  have h := hardSphere_guinier_limit hR hc
  have hy := tendsto_one_of_slope h
  have hu := h.div hy one_ne_zero
  rw [div_one] at hu
  -- squeeze by `1 - y ≤ -log y ≤ 1/y - 1`
  refine tendsto_of_tendsto_of_tendsto_of_le_of_le' h hu ?_ ?_
  · filter_upwards [hy.eventually (lt_mem_nhds one_pos)] with q hq
    have l := Real.log_le_sub_one_of_pos hq
    gcongr
    linarith
  · filter_upwards [hy.eventually (lt_mem_nhds one_pos)] with q hq
    simp only [Pi.div_apply]
    generalize hardSphereIntensity R c q / hardSphereIntensity R c 0 = y at *
    have l := Real.log_le_sub_one_of_pos (inv_pos.2 hq)
    rw [Real.log_inv] at l
    have e : (1 - y) / q ^ 2 / y = (y⁻¹ - 1) / q ^ 2 := by
      rw [div_right_comm, sub_div, div_self hq.ne', one_div]
    rw [e]
    gcongr

/-- For `R > 0` the expression `R²(1-8c)/(5(1+8c))`, which is the limit in
`hardSphere_guinier_plot`, strictly decreases as `c ≥ 0` increases. -/
theorem guinier_slope_strictAnti {R : ℝ} (hR : 0 < R) :
    StrictAntiOn (fun c : ℝ => R ^ 2 * (1 - 8 * c) / (5 * (1 + 8 * c))) (Set.Ici 0) := by
  intro a ha b hb hab
  have ha0 : 0 ≤ a := ha
  have hb0 : 0 ≤ b := hb
  show R ^ 2 * (1 - 8 * b) / (5 * (1 + 8 * b)) < R ^ 2 * (1 - 8 * a) / (5 * (1 + 8 * a))
  rw [div_lt_div_iff₀ (by positivity) (by positivity)]
  nlinarith [mul_pos (pow_pos hR 2) (sub_pos.2 hab)]

/-- For `R > 0` and `c ≥ 0`, the intensity at all sufficiently small `q > 0` lies below its
forward value if `c < 1/8`, and above it if `c > 1/8`. -/
theorem intensity_crossover {R c : ℝ} (hR : 0 < R) (hc : 0 ≤ c) :
    (c < 1 / 8 → ∀ᶠ q in 𝓝[>] 0, hardSphereIntensity R c q < hardSphereIntensity R c 0) ∧
    (1 / 8 < c → ∀ᶠ q in 𝓝[>] 0, hardSphereIntensity R c 0 < hardSphereIntensity R c q) := by
  have h := hardSphere_guinier_limit hR hc
  have h0 : 0 < hardSphereIntensity R c 0 := by
    have e : hardSphereIntensity R c 0 = 1 / (1 + 8 * c) := by
      simp [hardSphereIntensity, sphereAmplitude]
    rw [e]
    positivity
  constructor
  · intro h8
    have hL : 0 < R ^ 2 * (1 - 8 * c) / (5 * (1 + 8 * c)) :=
      div_pos (mul_pos (pow_pos hR 2) (by linarith)) (by positivity)
    filter_upwards [self_mem_nhdsWithin, h.eventually (lt_mem_nhds hL)] with q hq hs
    have h2 : 0 < q ^ 2 := pow_pos (Set.mem_Ioi.1 hq) 2
    have t := mul_pos hs h2
    rw [div_mul_cancel₀ _ h2.ne'] at t
    exact (div_lt_one h0).1 (by linarith)
  · intro h8
    have hL : R ^ 2 * (1 - 8 * c) / (5 * (1 + 8 * c)) < 0 :=
      div_neg_of_neg_of_pos (mul_neg_of_pos_of_neg (pow_pos hR 2) (by linarith)) (by positivity)
    filter_upwards [self_mem_nhdsWithin, h.eventually (gt_mem_nhds hL)] with q hq hs
    have h2 : 0 < q ^ 2 := pow_pos (Set.mem_Ioi.1 hq) 2
    have t := mul_neg_of_neg_of_pos hs h2
    rw [div_mul_cancel₀ _ h2.ne'] at t
    exact (one_lt_div h0).1 (by linarith)

end

end GuinierConcentration
```

```lean
#print axioms GuinierConcentration.hardSphere_guinier_plot
-- 'GuinierConcentration.hardSphere_guinier_plot' depends on axioms: [propext, Classical.choice, Quot.sound]
#print axioms GuinierConcentration.guinier_slope_strictAnti
-- 'GuinierConcentration.guinier_slope_strictAnti' depends on axioms: [propext, Classical.choice, Quot.sound]
#print axioms GuinierConcentration.intensity_crossover
-- 'GuinierConcentration.intensity_crossover' depends on axioms: [propext, Classical.choice, Quot.sound]
```

## The error bound and the slope in Lean

`sphereAmplitude_bound` replaces the integration by monotonicity. Its inner statement `key` treats both signs \(s=\pm1\) of the error. It adds \(5y^6/576\) to the signed error and shows that the sum, which vanishes at zero, has a non-negative derivative between 0 and 1. The derivative is computed in `hd`, `Real.sin_bound` controls the sine, and `monotoneOn_of_deriv_nonneg` draws the conclusion. The two signs together give the absolute value.

`tendsto_one_of_slope` uses \(y=1-q^2\cdot(1-y)/q^2\): if the quotient has a finite limit, the product with \(q^2\) vanishes.

## The limit theorems in Lean

In `correlated_guinier_limit`, `sl` is the quadratic slope of a single amplitude, obtained from the error bound by `squeeze_zero'`. The limits of the denominator and numerator are `hD` and `hN`, and `hN.div hD hn` divides them. The step `hlim.congr'` then replaces the split expression by the original one at small \(q\), where the denominator is non-zero; `field_simp` and `ring` verify the identity in \(P\) and \(F\).

`hardSphere_guinier_limit` identifies the hard-sphere intensity with the general one and simplifies the value. `hardSphere_guinier_plot` carries out the logarithmic squeeze, with `Real.log_le_sub_one_of_pos` used once for each side.

`guinier_slope_strictAnti` clears the positive denominators and leaves an inequality that follows from \(R^2(b-a)>0\) for volume fractions \(a<b\). `intensity_crossover` uses `h.eventually` to pass from the sign of the limit to the sign of the quotient at small \(q\), then multiplies by \(q^2\) and compares with the positive forward intensity.
